# An infinite slit keeps the radius of a Gaussian Guinier profile and turns a k⁻⁴ Porod law into q⁻³

## Intensities and the slit

Let k ≥ 0 be the magnitude of the scattering vector and I(k) the intensity measured with a pinhole. A slit also collects scattering vectors with a transverse component y. For an infinitely long, uniformly weighted slit, the intensity recorded at q is

S[I](q) = ∫ I(√(q² + y²)) dy, over all real y.

The integral is not normalised, so S[I] has the dimension of intensity times inverse length.

Three profiles are used:

- Guinier: I₀ exp(−R²k²/3), with forward intensity I₀ and radius of gyration R. It describes dilute particles at small kR.
- Power law: K k⁻ᵖ. The Porod case p = 4 describes sharp interfaces at large k.
- Debye–Bueche: K/(k² + κ²)², with inverse correlation length κ. It describes random two-phase media.

## What the slit does to each profile

For R > 0 and q > 0, `slit_guinier_porod` states that

S[Guinier](q) = (√(3π)/R) I₀ exp(−R²q²/3),
S[K k⁻⁴](q) = (π/2) K q⁻³.

In Lean, `slitSmear` is S, and it acts on any function `I : ℝ → ℝ`. The same `R` appears in `guinier` on both sides, while the exponent argument of `powerLaw` changes from `4` to `3`. The amplitudes `I₀` and `K` are arbitrary real numbers.

Each profile is taken to hold at every k that the slit samples, namely k ≥ q. For the Guinier profile this is an idealisation, because the integral reaches beyond small kR. For particles whose full profile is not Gaussian, such as uniform spheres, the radius read from uncorrected slit data can therefore differ from R. Finite slit length, slit width and wavelength spread are left out. Within the infinite-slit model, a simulated pinhole curve with a k⁻⁴ tail corresponds to slit data with a q⁻³ tail, so the two can be compared after smearing the simulation or desmearing the data.

## The integrals by hand

**Gaussian.** For a > 0 the integrand factorises:

∫ exp(−a(q² + y²)) dy = exp(−aq²) ∫ exp(−ay²) dy = √(π/a) exp(−aq²).

Setting a = R²/3 gives the factor √(3π)/R.

**Power law.** Let p > 1 and q > 0. With y = qt and dy = q dt,

∫ K (q² + y²)^(−p/2) dy = K q^(1−p) C_p, where C_p = ∫ (1 + t²)^(−p/2) dt.

The integrand of C_p is positive and decays as |t|⁻ᵖ, so C_p is finite and positive. The decay exponent, meaning p in k⁻ᵖ, therefore falls by exactly one, from p to p − 1.

**The number C₄.** For p = 4 put t = tan θ. Then 1 + t² = 1/cos²θ and dt = dθ/cos²θ, so

C₄ = ∫ cos²θ dθ = [(sin θ cos θ + θ)/2] = π/2,

with θ running from −π/2 to π/2. Hence

∫ (q² + y²)⁻² dy = π/(2q³).

**Debye–Bueche.** For κ > 0 and any real q, replacing q² by q² + κ² gives

S[Debye–Bueche](q) = πK / (2(q² + κ²)^(3/2)).

## The Lean file

```lean
import Mathlib

open Real MeasureTheory Filter Topology

namespace SlitSmearing

noncomputable section

/-- Intensity recorded at `q` with an infinitely long slit: the pinhole intensity `I`
integrated over the transverse component `y` of the scattering vector. -/
def slitSmear (I : ℝ → ℝ) (q : ℝ) : ℝ := ∫ y : ℝ, I (√(q ^ 2 + y ^ 2))

/-- Guinier profile with forward intensity `I₀` and radius of gyration `R`. -/
def guinier (I₀ R k : ℝ) : ℝ := I₀ * exp (-(R ^ 2 / 3) * k ^ 2)

/-- Power-law intensity `K k⁻ᵖ`, for `k > 0`. -/
def powerLaw (K p k : ℝ) : ℝ := K * k ^ (-p)

/-- Debye–Bueche intensity with inverse correlation length `κ`, for `k ^ 2 + κ ^ 2 > 0`. -/
def debyeBueche (K κ k : ℝ) : ℝ := K / (k ^ 2 + κ ^ 2) ^ 2

/-- The dimensionless slit integral belonging to the exponent `p`, for `p > 1`. -/
def slitConstant (p : ℝ) : ℝ := ∫ y : ℝ, (1 + y ^ 2) ^ (-p / 2)

/-- Slit smearing multiplies a Gaussian intensity of parameter `a > 0` by `√(π/a)`. -/
theorem slitSmear_gaussian {a : ℝ} (ha : 0 < a) (q : ℝ) :
    slitSmear (fun k => exp (-a * k ^ 2)) q = √(π / a) * exp (-a * q ^ 2) := by
  have hpt : ∀ y : ℝ, exp (-a * √(q ^ 2 + y ^ 2) ^ 2)
      = exp (-a * q ^ 2) * exp (-a * y ^ 2) := by
    intro y
    rw [Real.sq_sqrt (by positivity), ← Real.exp_add]
    congr 1
    ring
  have _ := ha
  unfold slitSmear
  simp only [hpt]
  rw [integral_const_mul, integral_gaussian, mul_comm]

/-- The dimensionless slit integrand is integrable for every exponent `p > 1`. -/
theorem integrable_slit {p : ℝ} (hp : 1 < p) :
    Integrable (fun y : ℝ => (1 + y ^ 2) ^ (-p / 2)) := by
  have h : Integrable (fun y : ℝ => ((1 : ℝ) + ‖y‖ ^ 2) ^ (-p / 2)) :=
    integrable_rpow_neg_one_add_norm_sq (by simpa using hp)
  simpa only [Real.norm_eq_abs, sq_abs] using h

/-- For `p > 1` and `q > 0`, slit smearing lowers the exponent of a power law by one and
multiplies its amplitude by a strictly positive constant. -/
theorem slitSmear_powerLaw (K : ℝ) {p q : ℝ} (hp : 1 < p) (hq : 0 < q) :
    0 < slitConstant p ∧
      slitSmear (powerLaw K p) q = powerLaw (K * slitConstant p) (p - 1) q := by
  constructor
  · have hpos : ∀ y : ℝ, 0 < (1 + y ^ 2) ^ (-p / 2) :=
      fun y => Real.rpow_pos_of_pos (by positivity) _
    have hs : Function.support (fun y : ℝ => (1 + y ^ 2) ^ (-p / 2)) = Set.univ :=
      Set.eq_univ_of_forall fun y => (hpos y).ne'
    unfold slitConstant
    rw [integral_pos_iff_support_of_nonneg (fun y => (hpos y).le) (integrable_slit hp), hs]
    simp
  · -- measure the transverse component in units of q
    have hpt : ∀ y : ℝ, powerLaw K p (√(q ^ 2 + y ^ 2))
        = (K * q ^ (-p)) * (1 + (q⁻¹ * y) ^ 2) ^ (-p / 2) := by
      intro y
      have h1 : q ^ 2 + y ^ 2 = q ^ 2 * (1 + (q⁻¹ * y) ^ 2) := by
        field_simp
      have h2 : (√(1 + (q⁻¹ * y) ^ 2)) ^ (-p) = (1 + (q⁻¹ * y) ^ 2) ^ (-p / 2) := by
        rw [Real.sqrt_eq_rpow, ← Real.rpow_mul (by positivity)]
        congr 1
        ring
      unfold powerLaw
      rw [h1, Real.sqrt_mul (sq_nonneg q), Real.sqrt_sq hq.le,
        Real.mul_rpow hq.le (Real.sqrt_nonneg _), h2, mul_assoc]
    unfold slitSmear
    simp only [hpt]
    rw [integral_const_mul,
      Measure.integral_comp_mul_left (fun y : ℝ => (1 + y ^ 2) ^ (-p / 2)) q⁻¹,
      inv_inv, abs_of_pos hq, smul_eq_mul]
    unfold powerLaw slitConstant
    rw [show -(p - 1) = -p + 1 by ring, Real.rpow_add_one hq.ne']
    ring

/-- The slit constant of the Porod exponent four is `π/2`. -/
theorem slitConstant_four : slitConstant 4 = π / 2 := by
  -- in the angle t = arctan y the integrand becomes cos² t
  have hG : ∀ t : ℝ, HasDerivAt (fun t : ℝ => (sin t * cos t + t) / 2) (cos t ^ 2) t := by
    intro t
    refine ((((Real.hasDerivAt_sin t).fun_mul (Real.hasDerivAt_cos t)).fun_add
      (hasDerivAt_id' t)).div_const 2).congr_deriv ?_
    linear_combination (-1 / 2) * Real.sin_sq_add_cos_sq t
  have hF : ∀ y : ℝ, HasDerivAt ((fun t : ℝ => (sin t * cos t + t) / 2) ∘ arctan)
      ((1 + y ^ 2) ^ (-4 / 2 : ℝ)) y := by
    intro y
    have hy : 0 < 1 + y ^ 2 := by positivity
    refine ((hG (arctan y)).comp y (Real.hasDerivAt_arctan y)).congr_deriv ?_
    rw [Real.cos_sq_arctan, show (-4 / 2 : ℝ) = -((2 : ℕ) : ℝ) by norm_num,
      Real.rpow_neg hy.le, Real.rpow_natCast, one_div, ← mul_inv, sq (1 + y ^ 2)]
  have h := integral_of_hasDerivAt_of_tendsto hF (integrable_slit (by norm_num))
    ((hG (-(π / 2))).continuousAt.tendsto.comp
      (Real.tendsto_arctan_atBot.mono_right nhdsWithin_le_nhds))
    ((hG (π / 2)).continuousAt.tendsto.comp
      (Real.tendsto_arctan_atTop.mono_right nhdsWithin_le_nhds))
  unfold slitConstant
  rw [h]
  simp only [Real.sin_neg, Real.cos_neg, Real.cos_pi_div_two, mul_zero]
  ring

/-- For `R > 0` and `q > 0`, an infinite slit turns a Guinier profile into a Guinier profile
of the same radius, and a Porod law of exponent four into a power law of exponent three. -/
theorem slit_guinier_porod (I₀ K : ℝ) {R q : ℝ} (hR : 0 < R) (hq : 0 < q) :
    slitSmear (guinier I₀ R) q = guinier (I₀ * (√(3 * π) / R)) R q ∧
      slitSmear (powerLaw K 4) q = powerLaw (K * (π / 2)) 3 q := by
  constructor
  · have h := slitSmear_gaussian (a := R ^ 2 / 3) (by positivity) q
    have hs : √(π / (R ^ 2 / 3)) = √(3 * π) / R := by
      rw [show π / (R ^ 2 / 3) = 3 * π / R ^ 2 by field_simp,
        Real.sqrt_div (by positivity), Real.sqrt_sq hR.le]
    unfold slitSmear at h ⊢
    unfold guinier
    rw [integral_const_mul, h, hs]
    ring
  · have h := (slitSmear_powerLaw K (p := 4) (by norm_num) hq).2
    rwa [slitConstant_four, show (4 : ℝ) - 1 = 3 by norm_num] at h

/-- The Porod slit integral in explicit form, for `q > 0`. -/
theorem integral_porod {q : ℝ} (hq : 0 < q) :
    ∫ y : ℝ, ((q ^ 2 + y ^ 2) ^ 2)⁻¹ = π / (2 * q ^ 3) := by
  have h := (slit_guinier_porod 1 1 one_pos hq).2
  have hpt : ∀ y : ℝ, powerLaw 1 4 (√(q ^ 2 + y ^ 2)) = ((q ^ 2 + y ^ 2) ^ 2)⁻¹ := by
    intro y
    unfold powerLaw
    rw [one_mul, Real.rpow_neg (Real.sqrt_nonneg _),
      show (4 : ℝ) = ((4 : ℕ) : ℝ) by norm_num, Real.rpow_natCast,
      show √(q ^ 2 + y ^ 2) ^ 4 = (√(q ^ 2 + y ^ 2) ^ 2) ^ 2 by ring,
      Real.sq_sqrt (by positivity)]
  unfold slitSmear at h
  simp only [hpt] at h
  rw [h]
  unfold powerLaw
  rw [Real.rpow_neg hq.le, show (3 : ℝ) = ((3 : ℕ) : ℝ) by norm_num, Real.rpow_natCast]
  field_simp

/-- For `κ > 0`, the slit-smeared Debye–Bueche intensity is `π K / 2` divided by the
three-halves power of `q ^ 2 + κ ^ 2`, written here as the cube of a square root. -/
theorem slitSmear_debyeBueche (K q : ℝ) {κ : ℝ} (hκ : 0 < κ) :
    slitSmear (debyeBueche K κ) q = K * (π / (2 * √(q ^ 2 + κ ^ 2) ^ 3)) := by
  -- the correlation length only shifts q² by κ²
  have hpt : ∀ y : ℝ, debyeBueche K κ (√(q ^ 2 + y ^ 2))
      = K * ((√(q ^ 2 + κ ^ 2) ^ 2 + y ^ 2) ^ 2)⁻¹ := by
    intro y
    unfold debyeBueche
    rw [Real.sq_sqrt (by positivity), Real.sq_sqrt (by positivity), div_eq_mul_inv,
      add_right_comm]
  unfold slitSmear
  simp only [hpt]
  rw [integral_const_mul, integral_porod (Real.sqrt_pos.2 (by positivity))]

end

end SlitSmearing
```

```lean
#print axioms SlitSmearing.slit_guinier_porod
#print axioms SlitSmearing.slitSmear_debyeBueche
```

```
'SlitSmearing.slit_guinier_porod' depends on axioms: [propext, Classical.choice, Quot.sound]
'SlitSmearing.slitSmear_debyeBueche' depends on axioms: [propext, Classical.choice, Quot.sound]
```

## From the integrals to the lemmas

`slitSmear_gaussian` factorises the integrand in `hpt`, takes out the constant with `integral_const_mul` and applies `integral_gaussian`.

`integrable_slit` gives the convergence of C_p, called `slitConstant p`. The first half of `slitSmear_powerLaw` obtains its positivity from an integrand that is positive everywhere. The second half extracts the power of q.

`slitConstant_four` works with the antiderivative (sin θ cos θ + θ)/2 composed with `arctan`. `hF` checks its derivative, and `integral_of_hasDerivAt_of_tendsto` evaluates the integral from the limits at ±∞.

`slit_guinier_porod` then sets a = R²/3 in the Gaussian result and p = 4 in the power law. `integral_porod` takes K = 1 and rewrites real powers as natural ones. `slitSmear_debyeBueche` applies that integral at √(q² + κ²).

## A closer look at the change of scale

The substitution y = qt is carried out by `Measure.integral_comp_mul_left`, which says

∫ g(cy) dy = |c⁻¹| ∫ g(y) dy.

Here c = q⁻¹, so `hpt` first writes the integrand as K q⁻ᵖ g(q⁻¹y), with g(t) = (1 + t²)^(−p/2). The lemma supplies |(q⁻¹)⁻¹|, which `inv_inv` and `abs_of_pos` reduce to q. On the other side of the equation, `Real.rpow_add_one` splits q^(1−p) into q⁻ᵖ · q, so the two sides agree. This single factor of q is the change of exponent.

The lemma asks for no integrability, and Lean gives a divergent integral the value zero, so the scaling equation alone could read 0 = 0. The accompanying statement `0 < slitConstant p` rules out a divergent integral, so for K ≠ 0 both sides are non-zero.
